# Pair-interaction energy of a Slater determinant: Hartree minus Fock exchange

Estimating the interaction energy of $N$ electrons from their density $\rho$ alone, as $\tfrac12\sum_{a,b} w(a,b)\rho(a)\rho(b)$ with a pair interaction $w$ between points $a,b$, is wrong already for one electron, which has no partner and yet is generally assigned a nonzero energy. For a single determinant of orthonormal orbitals on a finite set of points, the exact correction is to subtract the Fock exchange term, a fraction of which enters global hybrid functionals.

In Lean 4 with Mathlib:

```lean
import Mathlib

open Finset ComplexConjugate

namespace FockExchange

noncomputable section

variable {N : ℕ} {X : Type*} [Fintype X]

/-- The orbitals `φ p` are orthonormal. -/
def OrthonormalOrbitals (φ : Fin N → X → ℂ) : Prop :=
  ∀ p q, ∑ y, conj (φ p y) * φ q y = if p = q then 1 else 0

/-- The determinant `det φ_i(x_j)`. -/
def slaterDet (φ : Fin N → X → ℂ) (x : Fin N → X) : ℂ := (Matrix.of fun i j => φ i (x j)).det

/-- The Slater wave function `det φ_i(x_j) / √N!`. -/
def slater (φ : Fin N → X → ℂ) (x : Fin N → X) : ℂ :=
  slaterDet φ x / (Real.sqrt N.factorial : ℝ)

/-- The one-particle density matrix `γ(x,y) = ∑ φ_i(x) conj φ_i(y)`. -/
def gamma (φ : Fin N → X → ℂ) (x y : X) : ℂ := ∑ i, φ i x * conj (φ i y)

/-- The pair potential `∑_{j<k} w(x_j,x_k)`. -/
def pairPot {R : Type*} [AddCommMonoid R] (w : X → X → R) (x : Fin N → X) : R :=
  ∑ j, ∑ k ∈ univ.filter (fun k => j < k), w (x j) (x k)

/-- The one-electron integral `⟨p|u|q⟩` of a local potential. -/
def me (φ : Fin N → X → ℂ) (u : X → ℂ) (p q : Fin N) : ℂ := ∑ y, u y * (conj (φ p y) * φ q y)

/-- The two-electron integral `⟨pq|W|rs⟩`. -/
def eri (φ : Fin N → X → ℂ) (W : X → X → ℂ) (p q r s : Fin N) : ℂ :=
  ∑ a, ∑ b, W a b * (conj (φ p a) * φ r a * (conj (φ q b) * φ s b))

/-- The sign of a permutation as a complex number. -/
def sgn (σ : Equiv.Perm (Fin N)) : ℂ := ((Equiv.Perm.sign σ : ℤ) : ℂ)

/-- `N!` times the sum of `∏ f_m(x_m) |Ψ|²` is a signed double sum over permutations of
products of one-electron integrals. -/
theorem expansion (φ f : Fin N → X → ℂ) :
    (N.factorial : ℂ) * ∑ x : Fin N → X, (∏ m, f m (x m)) * (conj (slater φ x) * slater φ x) =
      ∑ σ, ∑ τ, sgn σ * sgn τ * ∏ m, ∑ y, f m y * (conj (φ (σ m) y) * φ (τ m) y) := by
  have h0 : (N.factorial : ℂ) ≠ 0 := Nat.cast_ne_zero.mpr N.factorial_ne_zero
  have hs : ((Real.sqrt N.factorial : ℝ) : ℂ) * (Real.sqrt N.factorial : ℝ) = N.factorial := by
    rw [← Complex.ofReal_mul, Real.mul_self_sqrt (Nat.cast_nonneg _), Complex.ofReal_natCast]
  have hΨ : ∀ x, (N.factorial : ℂ) * (conj (slater φ x) * slater φ x)
      = conj (slaterDet φ x) * slaterDet φ x := fun x => by
    simp only [slater, map_div₀, Complex.conj_ofReal]
    rw [div_mul_div_comm, hs]
    field_simp
  calc _ = ∑ x : Fin N → X, (∏ m, f m (x m)) * (conj (slaterDet φ x) * slaterDet φ x) := by
        rw [mul_sum]
        exact sum_congr rfl fun x _ => by rw [← hΨ x]; ring
    _ = ∑ x : Fin N → X, ∑ σ, ∑ τ, sgn σ * sgn τ *
          ∏ m, f m (x m) * (conj (φ (σ m) (x m)) * φ (τ m) (x m)) := by
        refine sum_congr rfl fun x _ => ?_
        simp only [slaterDet, sgn, Matrix.det_apply', Matrix.of_apply, map_sum, map_mul,
          map_prod, map_intCast, prod_mul_distrib]
        rw [sum_mul_sum, mul_sum]
        refine sum_congr rfl fun σ _ => ?_
        rw [mul_sum]
        exact sum_congr rfl fun τ _ => by ring
    _ = _ := by
        refine sum_comm.trans (sum_congr rfl fun σ _ => sum_comm.trans
          (sum_congr rfl fun τ _ => ?_))
        -- the sum over configurations factorises over the electrons
        rw [prod_univ_sum, Fintype.piFinset_univ, mul_sum]

/-- The Slater wave function of orthonormal orbitals is normalised. -/
theorem slater_normalised {φ : Fin N → X → ℂ} (hφ : OrthonormalOrbitals φ) :
    ∑ x, conj (slater φ x) * slater φ x = 1 := by
  have ho : ∀ p q, ∑ y, conj (φ p y) * φ q y = if p = q then 1 else 0 := hφ
  have h := expansion φ (fun _ _ => 1)
  simp only [prod_const_one, one_mul, ho] at h
  have h2 : ∀ σ : Equiv.Perm (Fin N),
      ∑ τ, sgn σ * sgn τ * ∏ m, (if σ m = τ m then (1 : ℂ) else 0) = 1 := by
    intro σ
    rw [Fintype.sum_eq_single σ]
    · rcases Int.units_eq_one_or (Equiv.Perm.sign σ) with h | h <;> simp [sgn, h]
    · intro τ hτ
      obtain ⟨m, hm⟩ : ∃ m, σ m ≠ τ m := by
        by_contra hc
        exact hτ (Equiv.ext fun m => not_not.mp fun h => hc ⟨m, h⟩).symm
      exact mul_eq_zero_of_right _ (prod_eq_zero (mem_univ m) (if_neg hm))
  apply mul_left_cancel₀ (Nat.cast_ne_zero.mpr N.factorial_ne_zero : (N.factorial : ℂ) ≠ 0)
  rw [h]
  simp only [h2]
  simp [Fintype.card_perm]

/-- Two assignments of orbitals to electrons that agree on all electrons except `j, k` are
equal or differ by the exchange of `j` and `k`. -/
theorem perm_cases {j k : Fin N} (hjk : j ≠ k) (σ τ : Equiv.Perm (Fin N))
    (h : ∀ m, m ≠ j → m ≠ k → σ m = τ m) : τ = σ ∨ τ = σ * Equiv.swap j k := by
  have key : ∀ a, a = j ∨ a = k → τ a = σ j ∨ τ a = σ k := by
    intro a ha
    obtain ⟨m, hm⟩ := σ.surjective (τ a)
    by_cases h1 : m = j
    · left; rw [← hm, h1]
    by_cases h2 : m = k
    · right; rw [← hm, h2]
    have e := τ.injective ((h m h1 h2).symm.trans hm)
    exact ha.elim (fun ha => absurd (e.trans ha) h1) (fun ha => absurd (e.trans ha) h2)
  have hne : τ j ≠ τ k := τ.injective.ne hjk
  rcases key j (Or.inl rfl) with a | a <;> rcases key k (Or.inr rfl) with b | b
  · exact absurd (a.trans b.symm) hne
  · refine Or.inl (Equiv.ext fun m => ?_)
    by_cases h1 : m = j
    · rw [h1, a]
    by_cases h2 : m = k
    · rw [h2, b]
    exact (h m h1 h2).symm
  · refine Or.inr (Equiv.ext fun m => ?_)
    rw [Equiv.Perm.mul_apply]
    by_cases h1 : m = j
    · rw [h1, a, Equiv.swap_apply_left]
    by_cases h2 : m = k
    · rw [h2, b, Equiv.swap_apply_right]
    rw [Equiv.swap_apply_of_ne_of_ne h1 h2, h m h1 h2]
  · exact absurd (a.trans b.symm) hne

/-- For orthonormal orbitals and `j ≠ k`, `N! ⟨u(x_j) v(x_k)⟩` is a sum over permutations of a direct minus an
exchange product of one-electron integrals. -/
theorem pair_product {φ : Fin N → X → ℂ} (hφ : OrthonormalOrbitals φ) {j k : Fin N}
    (hjk : j ≠ k) (u v : X → ℂ) :
    (N.factorial : ℂ) * ∑ x, u (x j) * v (x k) * (conj (slater φ x) * slater φ x) =
      ∑ σ : Equiv.Perm (Fin N), (me φ u (σ j) (σ j) * me φ v (σ k) (σ k)
        - me φ u (σ j) (σ k) * me φ v (σ k) (σ j)) := by
  let f : Fin N → X → ℂ := fun m y => if m = j then u y else if m = k then v y else 1
  have hf : ∀ x : Fin N → X, ∏ m, f m (x m) = u (x j) * v (x k) := fun x => by
    rw [Fintype.prod_eq_mul j k hjk]
    · simp [f, hjk.symm]
    · intro m hm
      simp [f, hm.1, hm.2]
  have Mo : ∀ m, m ≠ j → m ≠ k → ∀ p q,
      ∑ y, f m y * (conj (φ p y) * φ q y) = if p = q then 1 else 0 := by
    intro m h1 h2 p q
    simp only [f, if_neg h1, if_neg h2, one_mul]
    exact hφ p q
  have h := expansion φ f
  simp only [hf] at h
  refine h.trans (sum_congr rfl fun σ _ => ?_)
  have P : ∀ τ : Equiv.Perm (Fin N), (∀ m, m ≠ j → m ≠ k → σ m = τ m) →
      ∏ m, ∑ y, f m y * (conj (φ (σ m) y) * φ (τ m) y)
        = me φ u (σ j) (τ j) * me φ v (σ k) (τ k) := by
    intro τ hτ
    rw [Fintype.prod_eq_mul j k hjk]
    · simp [f, me, hjk.symm]
    · exact fun m hm => (Mo m hm.1 hm.2 _ _).trans (if_pos (hτ m hm.1 hm.2))
  have s1 : sgn σ * sgn σ = 1 := by
    rcases Int.units_eq_one_or (Equiv.Perm.sign σ) with h | h <;> simp [sgn, h]
  have s2 : sgn (σ * Equiv.swap j k) = -sgn σ := by simp [sgn, Equiv.Perm.sign_swap hjk]
  have hne : σ ≠ σ * Equiv.swap j k := fun e =>
    hjk (by simpa using congrArg (fun e : Equiv.Perm (Fin N) => e j) e)
  -- orthonormality of the spectator electrons leaves two permutations
  rw [Fintype.sum_eq_add σ (σ * Equiv.swap j k) hne]
  · rw [P σ (fun _ _ _ => rfl), P (σ * Equiv.swap j k) (fun m h1 h2 => by
      rw [Equiv.Perm.mul_apply, Equiv.swap_apply_of_ne_of_ne h1 h2]), s2, mul_neg, s1]
    simp only [Equiv.Perm.mul_apply, Equiv.swap_apply_left, Equiv.swap_apply_right]
    ring
  · intro τ hτ
    obtain ⟨m, h1, h2, h3⟩ : ∃ m, m ≠ j ∧ m ≠ k ∧ σ m ≠ τ m := by
      by_contra hc
      exact (perm_cases hjk σ τ fun m h1 h2 => not_not.mp fun h => hc ⟨m, h1, h2, h⟩).elim
        hτ.1 hτ.2
    exact mul_eq_zero_of_right _
      (prod_eq_zero (mem_univ m) ((Mo m h1 h2 _ _).trans (if_neg h3)))

/-- For orthonormal orbitals and `j ≠ k`, `N! ⟨W(x_j,x_k)⟩` is a sum over permutations of Coulomb minus exchange
integrals. -/
theorem pair_matrix_element {φ : Fin N → X → ℂ} (hφ : OrthonormalOrbitals φ) {j k : Fin N}
    (hjk : j ≠ k) (W : X → X → ℂ) :
    (N.factorial : ℂ) * ∑ x, W (x j) (x k) * (conj (slater φ x) * slater φ x) =
      ∑ σ : Equiv.Perm (Fin N),
        (eri φ W (σ j) (σ k) (σ j) (σ k) - eri φ W (σ j) (σ k) (σ k) (σ j)) := by
  classical
  -- resolve the position of electron j
  have s : (N.factorial : ℂ) * ∑ x, W (x j) (x k) * (conj (slater φ x) * slater φ x) =
      ∑ a, (N.factorial : ℂ) * ∑ x : Fin N → X,
        (if x j = a then 1 else 0) * W a (x k) * (conj (slater φ x) * slater φ x) := by
    rw [← mul_sum, sum_comm]
    exact congrArg _ (sum_congr rfl fun x _ => by simp)
  refine s.trans ((sum_congr rfl fun a _ =>
    pair_product hφ hjk (fun y => if y = a then 1 else 0) (W a)).trans ?_)
  refine sum_comm.trans (sum_congr rfl fun σ _ => ?_)
  simp only [me, eri, ite_mul, one_mul, zero_mul, sum_ite_eq', mem_univ, if_true, mul_sum,
    ← sum_sub_distrib]
  exact sum_congr rfl fun a _ => sum_congr rfl fun b _ => by ring

/-- If `G` vanishes on the diagonal, twice the sum of `G(σj,σk)` over electron pairs `j < k`
and permutations `σ` is `N!` times the sum of `G` over all orbital pairs. -/
theorem pair_count (G : Fin N → Fin N → ℂ) (hG : ∀ p, G p p = 0) :
    2 * ∑ j, ∑ k ∈ univ.filter (fun k => j < k), ∑ σ : Equiv.Perm (Fin N), G (σ j) (σ k)
      = N.factorial * ∑ p, ∑ q, G p q := by
  have half : ∀ H : Fin N → Fin N → ℂ, (∀ j k, H j k = H k j) → (∀ j, H j j = 0) →
      2 * ∑ j, ∑ k ∈ univ.filter (fun k => j < k), H j k = ∑ j, ∑ k, H j k := by
    intro H hs h0
    simp only [sum_filter]
    have h1 : ∑ j, ∑ k, (if j < k then H j k else 0) = ∑ j, ∑ k, (if k < j then H j k else 0) :=
      sum_comm.trans (sum_congr rfl fun j _ => sum_congr rfl fun k _ => by rw [hs k j])
    have h2 : ∑ j, ∑ k, (if j < k then H j k else 0) + ∑ j, ∑ k, (if k < j then H j k else 0)
        = ∑ j, ∑ k, H j k := by
      simp only [← sum_add_distrib]
      refine sum_congr rfl fun j _ => sum_congr rfl fun k _ => ?_
      rcases lt_trichotomy j k with h | h | h
      · simp [h, lt_asymm h]
      · simp [h, h0]
      · simp [h, lt_asymm h]
    linear_combination h1 + h2
  have hσ : ∀ σ : Equiv.Perm (Fin N), ∑ j, ∑ k, G (σ j) (σ k) = ∑ p, ∑ q, G p q := fun σ =>
    (sum_congr rfl fun j _ => Equiv.sum_comp σ (G (σ j))).trans
      (Equiv.sum_comp σ fun p => ∑ q, G p q)
  refine (half (fun j k => ∑ σ : Equiv.Perm (Fin N), G (σ j) (σ k)) (fun j k =>
    Fintype.sum_equiv (Equiv.mulRight (Equiv.swap j k)) _ _ fun σ => by simp)
    (fun j => by simp [hG])).trans ?_
  refine (sum_congr rfl fun j _ => sum_comm).trans (sum_comm.trans ?_)
  refine (sum_congr rfl fun σ _ => hσ σ).trans ?_
  rw [sum_const, card_univ, Fintype.card_perm, Fintype.card_fin, nsmul_eq_mul]

/-- Diagonal Slater-Condon rule for orthonormal orbitals and a multiplicative pair interaction: `⟨∑_{j<k} W⟩ = ½ ∑_{p,q} (⟨pq|W|pq⟩ - ⟨pq|W|qp⟩)`. -/
theorem slater_condon {φ : Fin N → X → ℂ} (hφ : OrthonormalOrbitals φ) (W : X → X → ℂ) :
    ∑ x, pairPot W x * (conj (slater φ x) * slater φ x) =
      1 / 2 * ∑ p, ∑ q, (eri φ W p q p q - eri φ W p q q p) := by
  have hc := pair_count (fun p q => eri φ W p q p q - eri φ W p q q p) fun p => sub_self _
  have h : (N.factorial : ℂ) * ∑ x, pairPot W x * (conj (slater φ x) * slater φ x) =
      ∑ j, ∑ k ∈ univ.filter (fun k => j < k), ∑ σ : Equiv.Perm (Fin N),
        (eri φ W (σ j) (σ k) (σ j) (σ k) - eri φ W (σ j) (σ k) (σ k) (σ j)) := by
    refine Eq.trans ?_ (sum_congr rfl fun j _ => sum_congr rfl fun k hk =>
      pair_matrix_element hφ (mem_filter.mp hk).2.ne W)
    simp only [pairPot, sum_mul, ← mul_sum]
    exact congrArg _ (sum_comm.trans (sum_congr rfl fun j _ => sum_comm))
  apply mul_left_cancel₀ (Nat.cast_ne_zero.mpr N.factorial_ne_zero : (N.factorial : ℂ) ≠ 0)
  linear_combination h + (1 / 2) * hc

/-- The orbital sum of Coulomb minus exchange integrals in terms of the density matrix. -/
theorem coulomb_exchange_gamma (φ : Fin N → X → ℂ) (W : X → X → ℂ) :
    ∑ p, ∑ q, (eri φ W p q p q - eri φ W p q q p) =
      ∑ a, ∑ b, W a b * (gamma φ a a * gamma φ b b - gamma φ b a * gamma φ a b) := by
  have hT : ∀ T : Fin N → Fin N → X → X → ℂ,
      ∑ p, ∑ q, ∑ a, ∑ b, T p q a b = ∑ a, ∑ b, ∑ p, ∑ q, T p q a b := fun T =>
    calc _ = ∑ p, ∑ a, ∑ q, ∑ b, T p q a b := sum_congr rfl fun _ _ => sum_comm
      _ = ∑ a, ∑ p, ∑ q, ∑ b, T p q a b := sum_comm
      _ = ∑ a, ∑ p, ∑ b, ∑ q, T p q a b :=
        sum_congr rfl fun _ _ => sum_congr rfl fun _ _ => sum_comm
      _ = _ := sum_congr rfl fun _ _ => sum_comm
  simp only [eri, gamma, ← sum_sub_distrib]
  refine (hT _).trans (sum_congr rfl fun a _ => sum_congr rfl fun b _ => ?_)
  rw [sum_mul_sum, sum_mul_sum, ← sum_sub_distrib, mul_sum]
  refine sum_congr rfl fun p _ => ?_
  rw [← sum_sub_distrib, mul_sum]
  exact sum_congr rfl fun q _ => by ring

/-- For orthonormal orbitals and any real pair interaction `w`, the expectation of
`∑_{j<k} w(x_j,x_k)` is `½ ∑ w(a,b) (γ(a,a) γ(b,b) - |γ(a,b)|²)`. -/
theorem hartree_minus_fock {φ : Fin N → X → ℂ} (hφ : OrthonormalOrbitals φ) (w : X → X → ℝ) :
    ∑ x, ‖slater φ x‖ ^ 2 * pairPot w x =
      1 / 2 * ∑ a, ∑ b, w a b * ((gamma φ a a).re * (gamma φ b b).re - ‖gamma φ a b‖ ^ 2) := by
  have hn : ∀ z : ℂ, (‖z‖ : ℂ) ^ 2 = conj z * z := fun z => by
    rw [mul_comm, Complex.mul_conj, Complex.normSq_eq_norm_sq, Complex.ofReal_pow]
  have hh : ∀ a b, conj (gamma φ a b) = gamma φ b a := fun a b => by
    simp only [gamma, map_sum, map_mul, Complex.conj_conj]
    exact sum_congr rfl fun i _ => mul_comm _ _
  have hre : ∀ a, ((gamma φ a a).re : ℂ) = gamma φ a a := fun a =>
    Complex.conj_eq_iff_re.mp (hh a a)
  have hp : ∀ x : Fin N → X, ((pairPot w x : ℝ) : ℂ) = pairPot (fun a b => (w a b : ℂ)) x :=
    fun x => by simp [pairPot]
  have h := slater_condon hφ fun a b => (w a b : ℂ)
  rw [coulomb_exchange_gamma] at h
  apply Complex.ofReal_injective
  push_cast
  simp only [hn, hh, hre, hp]
  exact Eq.trans (sum_congr rfl fun x _ => mul_comm _ _) h

/-- Two orthonormal complex orbitals on three points. -/
theorem orthonormal_witness : OrthonormalOrbitals
    (![![3 / 5, 4 / 5 * Complex.I, 0], ![0, 0, 1]] : Fin 2 → Fin 3 → ℂ) := by
  intro p q
  fin_cases p <;> fin_cases q <;>
    simp [Fin.sum_univ_succ, Complex.ext_iff, map_ofNat]
  norm_num

end

end FockExchange
```
```lean
#print axioms FockExchange.slater_normalised
-- 'FockExchange.slater_normalised' depends on axioms: [propext, Classical.choice, Quot.sound]
#print axioms FockExchange.hartree_minus_fock
-- 'FockExchange.hartree_minus_fock' depends on axioms: [propext, Classical.choice, Quot.sound]
```

## The statement

The finite set $X$ lists the one-electron coordinates, spin included. Orbitals and electrons are both indexed by `Fin N`, from $0$ to $N-1$, and a configuration is $x=(x_0,\dots,x_{N-1})$. `OrthonormalOrbitals` assumes $\sum_y\overline{\varphi_p(y)}\varphi_q(y)=\delta_{pq}$, with unit weight per point. `slater` is $\Psi(x)=\det\varphi_i(x_j)/\sqrt{N!}$, `gamma` is $\gamma(a,b)=\sum_i\varphi_i(a)\overline{\varphi_i(b)}$, whose diagonal is $\rho$, and `pairPot` is $V(x)=\sum_{j<k}w(x_j,x_k)$. For orthonormal orbitals and every real $w$, `hartree_minus_fock` states
$$\sum_x|\Psi(x)|^2V(x)=\tfrac12\sum_{a,b}w(a,b)\big(\gamma(a,a)\gamma(b,b)-|\gamma(a,b)|^2\big),$$
with $\gamma(a,a)$ entered through its real part `.re`. The first product in the bracket gives the Hartree term, which is the density estimate of the opening, and the second gives the Fock exchange term, which is subtracted. By `slater_normalised`, $\sum_x|\Psi|^2=1$, so the left side is the expectation value, written $\langle V\rangle$. Symmetry of $w$ is not assumed. For $N=0$ and $N=1$ both sides vanish. The set $X$ is finite, so the continuum is not covered, and the interaction is multiplicative and finite everywhere, so the Coulomb singularity is not covered either. `slater_condon` is the diagonal two-electron Slater–Condon rule, with the same determinant as bra and ket.

## Why it is true

**Expansion.** Write $\det\varphi_i(x_j)=\sum_\sigma\operatorname{sgn}\sigma\prod_m\varphi_{\sigma m}(x_m)$ over permutations $\sigma$, and $\langle p|u|q\rangle=\sum_y u(y)\overline{\varphi_p(y)}\varphi_q(y)$ (`me`). For one-electron functions $f_m$ the configuration sum factorises over electrons:
$$N!\sum_x\prod_m f_m(x_m)\,|\Psi|^2=\sum_{\sigma,\tau}\operatorname{sgn}\sigma\operatorname{sgn}\tau\prod_m\langle\sigma m|f_m|\tau m\rangle .$$
This is `expansion`: `Matrix.det_apply'` opens both determinants and `prod_univ_sum` factorises. With $f_m=1$ and orthonormal orbitals only $\tau=\sigma$ survives, the $N!$ terms each equal $1$, and $\Psi$ is normalised.

**Two electrons.** Take $j\ne k$, $f_j=u$, $f_k=v$, all other $f_m=1$. Orthonormality forces $\sigma m=\tau m$ for the spectators. Then $\tau j,\tau k$ are $\sigma j,\sigma k$ in one of two orders, so $\tau=\sigma$ or $\tau=\sigma\circ(j\,k)$ (`perm_cases`), with sign products $+1$ and $-1$:
$$N!\langle u(x_j)v(x_k)\rangle=\sum_\sigma\big(\langle\sigma j|u|\sigma j\rangle\langle\sigma k|v|\sigma k\rangle-\langle\sigma j|u|\sigma k\rangle\langle\sigma k|v|\sigma j\rangle\big).$$
In `pair_product`, `Fintype.sum_eq_add` keeps these two $\tau$, and `s1`, `s2` supply the signs.

**General interaction.** For complex $W$, write $W(x_j,x_k)=\sum_a\delta_a(x_j)W(a,x_k)$, where $\delta_a$ is the indicator of the point $a$, and apply the previous step to each $a$. With `eri`,
$$\langle pq|W|rs\rangle=\sum_{a,b}W(a,b)\,\overline{\varphi_p(a)}\varphi_r(a)\,\overline{\varphi_q(b)}\varphi_s(b),$$
and $G(p,q)=\langle pq|W|pq\rangle-\langle pq|W|qp\rangle$, `pair_matrix_element` gives $N!\langle W(x_j,x_k)\rangle=\sum_\sigma G(\sigma j,\sigma k)$.

**Counting.** Let $H(j,k)=\sum_\sigma G(\sigma j,\sigma k)$. Relabelling $\sigma\to\sigma\circ(j\,k)$ shows $H(j,k)=H(k,j)$, whatever the symmetry of $W$, and $G(p,p)=0$ gives $H(j,j)=0$. Hence
$$2\sum_{j<k}H(j,k)=\sum_{j,k}H(j,k)=\sum_\sigma\sum_{j,k}G(\sigma j,\sigma k)=N!\sum_{p,q}G(p,q).$$
In `pair_count`, `half` is the first equality, `Equiv.mulRight (Equiv.swap j k)` the relabelling and `hσ` the last step. Cancelling $N!$ gives `slater_condon`, $\langle\sum_{j<k}W(x_j,x_k)\rangle=\tfrac12\sum_{p,q}G(p,q)$.

**Resummation.** Summing over $p$ and $q$ first turns the direct term into $\gamma(a,a)\gamma(b,b)$. The exchange term pairs $\varphi_p(b)\overline{\varphi_p(a)}$ with $\varphi_q(a)\overline{\varphi_q(b)}$ and gives $\gamma(b,a)\gamma(a,b)$. This is `coulomb_exchange_gamma`, which needs no orthonormality. Finally $\overline{\gamma(a,b)}=\gamma(b,a)$ (`hh`) makes the diagonal real (`hre`) and the exchange product $|\gamma(a,b)|^2$, and `Complex.ofReal_injective` carries the complex identity to the reals.

## Numbers, a slip and a counter-example

Apart from the orthonormality in `orthonormal_witness`, the arithmetic below was done on paper and not by the kernel.

The witness has $\varphi_0=(3/5,\,4i/5,\,0)$ and $\varphi_1=(0,0,1)$ on the points $0,1,2$. Then $\Psi(a,b)=\big(\varphi_0(a)\varphi_1(b)-\varphi_1(a)\varphi_0(b)\big)/\sqrt2$ has $|\Psi|^2=9/50$ at $(0,2)$ and $(2,0)$, $16/50$ at $(1,2)$ and $(2,1)$, and zero elsewhere. With $w(a,b)=1/(1+|a-b|)$ the left side is $\tfrac{9}{25}\cdot\tfrac13+\tfrac{16}{25}\cdot\tfrac12=\tfrac{11}{25}$. The density is $(9/25,\,16/25,\,1)$, $\gamma(0,1)=-12i/25$ and $\gamma(0,2)=\gamma(1,2)=0$. The Hartree term is
$$\tfrac12\Big(\tfrac{81+256+625+144}{625}+\tfrac{6}{25}+\tfrac{16}{25}\Big)=\tfrac{828}{625},$$
the exchange term is $\tfrac12\cdot\tfrac{81+256+625+144}{625}=\tfrac{553}{625}$, and the difference is $275/625=11/25$.

A habit from real orbitals is to write the exchange term as $\gamma(a,b)^2$. Here $\gamma(0,1)^2=-144/625$, so the bracket at $(0,1)$ would be $288/625$ instead of $0$, although the two electrons never occupy the points $0$ and $1$ together.

Without orthonormality the formula can fail to give the energy. On three points take $\varphi_0=(1,0,0)$, $\varphi_1=(3/5,\,4/5,\,0)$, $\varphi_2=(0,0,1)$ and $w=1$. Each orbital is normalised, but the first two overlap, and $\sum_x|\Psi|^2=16/25$. Three electrons form three pairs, so the energy, taken with the normalised wave function, is $3$. The left side of the formula is $3\cdot\tfrac{16}{25}=\tfrac{48}{25}$ and the right side is $\tfrac12\big(9-\tfrac{93}{25}\big)=\tfrac{66}{25}$. With $\varphi_0$ and $\varphi_1$ alone there are no spectator electrons and the two sides agree, but their common value is $16/25$, while the energy is $1$.
